# In magnitude, the zero-point shift of two bilinearly coupled oscillators is at most 4(2 − √2) times its second-order value

Two oscillators with frequencies a, b > 0 are coupled by a term c x₀x₁, with c ≠ 0 and c² < a²b². The coupling lowers their zero-point energy by an amount that exceeds the second-order estimate c²/(4ab(a + b)), but by a factor of less than 4(2 − √2) ≈ 2.34. A simpler argument gives the factor four. Identical oscillators near the limit of stability come arbitrarily close to 2.34.

With unit masses and ℏ = 1, the Hamiltonian behind the model is

H = (p₀² + p₁²)/2 + (a²x₀² + b²x₁²)/2 + c x₀x₁.

This is a one-dimensional Drude model of dispersion: x₀ and x₁ are the displacements of two fluctuating dipoles, and c is their interaction. For this harmonic pair, the result bounds how much binding is lost when the dispersion energy is truncated at second order.

## The model

```lean
import Mathlib

open Filter Topology

namespace CoupledOscillatorErrorFactor

noncomputable section
```

The file loads the mathematical library Mathlib and opens the notation for limits, which the last theorem needs.

```lean
/-- The stiffness matrix of two oscillators of bare frequencies `a` and `b` (unit masses)
with bilinear coupling `c`. -/
def stiffness (a b c : ℝ) : Matrix (Fin 2) (Fin 2) ℝ := !![a ^ 2, c; c, b ^ 2]
```

`stiffness a b c` is the 2 × 2 matrix of the potential energy, with rows (a², c) and (c, b²). The type `Fin 2` is the index set {0, 1}, so rows and columns are counted from zero.

```lean
/-- The stiffness matrix is symmetric. -/
theorem stiffness_isHermitian (a b c : ℝ) : (stiffness a b c).IsHermitian := by
  ext i j
  fin_cases i <;> fin_cases j <;> simp [stiffness]
```

A Lean theorem gives its name, its variables and hypotheses, a colon, the claim, and after `:=` the proof. This one says that the matrix is Hermitian, which for real entries means symmetric. The proof compares the four entries one by one.

```lean
/-- The normal-mode frequencies: square roots of the eigenvalues of the stiffness matrix. -/
def modeFrequency (a b c : ℝ) (i : Fin 2) : ℝ :=
  √((stiffness_isHermitian a b c).eigenvalues i)
```

Symmetry gives access to Mathlib's real eigenvalues, and the mode frequencies are their square roots. Write u for `modeFrequency a b c 0` and v for `modeFrequency a b c 1`. Everything below is symmetric in u and v, so their order does not matter.

```lean
/-- The change of zero-point energy caused by the coupling, in units with `ℏ = 1`. -/
def zeroPointShift (a b c : ℝ) : ℝ :=
  (∑ i, modeFrequency a b c i) / 2 - (a + b) / 2
```

The zero-point shift is the coupled zero-point energy minus the uncoupled one:

E = (u + v)/2 − (a + b)/2.

The rule that each mode contributes half its frequency enters as a definition; the file does not derive it from the Hamiltonian.

```lean
/-- The second-order estimate of the zero-point shift. -/
def secondOrderShift (a b c : ℝ) : ℝ := -c ^ 2 / (4 * a * b * (a + b))
```

Lean reads `-c ^ 2` as −(c²), so the second-order estimate is

E₂ = −c²/(4ab(a + b)).

This too is a definition. It comes from perturbation theory: the first-order term vanishes, and c x₀x₁ connects the ground state only to the state with one quantum in each oscillator. The squared matrix element is c²/(4ab) and the energy denominator is −(a + b).

## Frequencies from trace and determinant

```lean
/-- Below the stability limit both mode frequencies are positive; the sum of their squares and
the square of their product are the trace and determinant of the stiffness matrix. -/
theorem modeFrequency_relations {a b c : ℝ} (ha : 0 < a) (hc : c ^ 2 < a ^ 2 * b ^ 2) :
    0 < modeFrequency a b c 0 ∧ 0 < modeFrequency a b c 1 ∧
    modeFrequency a b c 0 ^ 2 + modeFrequency a b c 1 ^ 2 = a ^ 2 + b ^ 2 ∧
    (modeFrequency a b c 0 * modeFrequency a b c 1) ^ 2 = a ^ 2 * b ^ 2 - c ^ 2 := by
  have t : (stiffness a b c).trace = a ^ 2 + b ^ 2 := by
    simp [stiffness, Matrix.trace_fin_two]
  have d : (stiffness a b c).det = a ^ 2 * b ^ 2 - c ^ 2 := by
    rw [stiffness, Matrix.det_fin_two_of]; ring
  unfold modeFrequency
  have hs : (stiffness_isHermitian a b c).eigenvalues 0 +
      (stiffness_isHermitian a b c).eigenvalues 1 = a ^ 2 + b ^ 2 := by
    have h := (stiffness_isHermitian a b c).trace_eq_sum_eigenvalues
    rw [t, Fin.sum_univ_two] at h
    exact h.symm
  have hp : (stiffness_isHermitian a b c).eigenvalues 0 *
      (stiffness_isHermitian a b c).eigenvalues 1 = a ^ 2 * b ^ 2 - c ^ 2 := by
    have h := (stiffness_isHermitian a b c).det_eq_prod_eigenvalues
    rw [d, Fin.prod_univ_two] at h
    exact h.symm
  generalize (stiffness_isHermitian a b c).eigenvalues 0 = x at *
  generalize (stiffness_isHermitian a b c).eigenvalues 1 = y at *
  -- positive sum and positive product force both eigenvalues to be positive
  have hsum : 0 < a ^ 2 + b ^ 2 := by positivity
  have hxy : 0 < x ∧ 0 < y := by
    rcases mul_pos_iff.1 (show 0 < x * y by linarith) with h | h
    · exact h
    · linarith [h.1, h.2]
  refine ⟨Real.sqrt_pos.2 hxy.1, Real.sqrt_pos.2 hxy.2, ?_, ?_⟩
  · rw [Real.sq_sqrt hxy.1.le, Real.sq_sqrt hxy.2.le, hs]
  · rw [mul_pow, Real.sq_sqrt hxy.1.le, Real.sq_sqrt hxy.2.le, hp]
```

The hypothesis `hc` is c² < a²b². Physically, the potential has a true minimum and neither mode runs away. The theorem makes four claims, joined by `∧` ("and"): u > 0, v > 0, and

u² + v² = a² + b²,

(uv)² = a²b² − c².

By hand, the eigenvalues u² and v² add up to the trace and multiply to the determinant. To see that they are positive before taking roots, call them x and y. Their product is positive, so they have the same sign; their sum is positive, so that sign is plus.

The proof follows this route. `hs` and `hp` are the trace and determinant relations, `generalize` replaces the eigenvalues by the letters x and y, and `hxy` is the sign argument. The last lines use (√x)² = x, which requires x ≥ 0.

```lean
/-- Below the stability limit, the exact zero-point shift is `-c²` divided by two factors: the
product of the bare frequencies plus the product of the mode frequencies, and the sum of all four
frequencies. -/
theorem zeroPointShift_eq {a b c : ℝ} (ha : 0 < a) (hb : 0 < b)
    (hc : c ^ 2 < a ^ 2 * b ^ 2) :
    zeroPointShift a b c = -c ^ 2 /
      ((a * b + modeFrequency a b c 0 * modeFrequency a b c 1) *
        (modeFrequency a b c 0 + modeFrequency a b c 1 + (a + b))) := by
  obtain ⟨hu, hv, h1, h2⟩ := modeFrequency_relations ha hc
  rw [eq_div_iff (by positivity), zeroPointShift, Fin.sum_univ_two]
  linear_combination
    (a * b + modeFrequency a b c 0 * modeFrequency a b c 1) / 2 * h1 + h2
```

This is an exact formula for the shift:

E = −c²/((ab + uv)(u + v + a + b)).

It follows from two differences of squares. First, since u² + v² = a² + b²,

(u + v)² − (a + b)² = 2(uv − ab).

Dividing by 2(u + v + a + b) gives

E = (uv − ab)/(u + v + a + b).

Second, (uv)² − (ab)² = −c², so

uv − ab = −c²/(ab + uv).

Substituting this gives the formula.

In Lean, `eq_div_iff` multiplies out the denominator, which is positive. `linear_combination` then checks that the remaining equation is a combination of the two relations for u and v, here named `h1` and `h2`.

## Bounds on the shift

```lean
/-- For nonzero coupling below the stability limit, the exact zero-point shift lies strictly
between four times the second-order value and the second-order value itself. -/
theorem zeroPointShift_bounds {a b c : ℝ} (ha : 0 < a) (hb : 0 < b) (h0 : c ≠ 0)
    (hc : c ^ 2 < a ^ 2 * b ^ 2) :
    -c ^ 2 / (a * b * (a + b)) < zeroPointShift a b c ∧
    zeroPointShift a b c < -c ^ 2 / (4 * a * b * (a + b)) := by
  rw [zeroPointShift_eq ha hb hc]
  obtain ⟨hu, hv, h1, h2⟩ := modeFrequency_relations ha hc
  generalize modeFrequency a b c 0 = u at *
  generalize modeFrequency a b c 1 = v at *
  have hc2 : 0 < c ^ 2 := by positivity
  have hab : 0 < a * b := mul_pos ha hb
  have huv : 0 < u * v := mul_pos hu hv
  -- coupling lowers both the product and the sum of the frequencies
  have hprod : u * v < a * b :=
    lt_of_pow_lt_pow_left₀ 2 hab.le (by rw [h2, mul_pow]; linarith)
  have hsum : u + v < a + b :=
    lt_of_pow_lt_pow_left₀ 2 (by positivity) (by nlinarith)
  constructor
  · rw [neg_div, neg_div, neg_lt_neg_iff]
    refine div_lt_div_of_pos_left hc2 (by positivity) ?_
    exact mul_lt_mul'' (by linarith) (by linarith) hab.le (by positivity)
  · rw [neg_div, neg_div, neg_lt_neg_iff]
    refine div_lt_div_of_pos_left hc2 (by positivity) ?_
    calc (a * b + u * v) * (u + v + (a + b)) < (2 * (a * b)) * (2 * (a + b)) :=
          mul_lt_mul'' (by linarith) (by linarith) (by positivity) (by positivity)
      _ = 4 * a * b * (a + b) := by ring
```

The claim is

−c²/(ab(a + b)) < E < −c²/(4ab(a + b)).

The right-hand side is E₂ and the left-hand side is 4E₂. All that is needed is the size of the denominator in the exact formula. Since c ≠ 0, (uv)² < (ab)², hence 0 < uv < ab. The first difference of squares then gives 0 < u + v < a + b. Therefore

ab < ab + uv < 2ab,

a + b < u + v + a + b < 2(a + b).

Multiplying these lines puts the denominator strictly between ab(a + b) and 4ab(a + b). Dividing −c² by it gives the two bounds.

The steps `hprod` and `hsum` are the inequalities for uv and u + v, each obtained by comparing squares. The two bullets after `constructor` prove the lower and the upper bound. At c = 0 all three quantities are zero, which is why the strict inequalities require c ≠ 0.

The weak-coupling limit can be read off the same formula. As c → 0, uv → ab and u + v → a + b, so the denominator tends to 4ab(a + b) and E/E₂ → 1.

```lean
/-- For nonzero coupling below the stability limit, the exact zero-point shift is strictly greater
than `4(2 - √2)` times the second-order value. -/
theorem zeroPointShift_improved_bound {a b c : ℝ} (ha : 0 < a) (hb : 0 < b) (h0 : c ≠ 0)
    (hc : c ^ 2 < a ^ 2 * b ^ 2) :
    4 * (2 - √2) * secondOrderShift a b c < zeroPointShift a b c := by
  rw [zeroPointShift_eq ha hb hc, secondOrderShift]
  obtain ⟨hu, hv, h1, h2⟩ := modeFrequency_relations ha hc
  generalize modeFrequency a b c 0 = u at *
  generalize modeFrequency a b c 1 = v at *
  have hc2 : 0 < c ^ 2 := by positivity
  have huv : 0 < u * v := mul_pos hu hv
  have hr : √2 ^ 2 = (2 : ℝ) := Real.sq_sqrt (by norm_num)
  have hr1 : 1 ≤ √2 := Real.one_le_sqrt.2 (by norm_num)
  -- the frequency sum cannot fall below (a + b)/√2
  have hS : a + b ≤ √2 * (u + v) := by
    refine le_of_sq_le_sq ?_ (by positivity)
    rw [mul_pow, hr]
    nlinarith [sq_nonneg (a - b)]
  have hX : a + b ≤ (2 - √2) * (u + v + (a + b)) := by
    have e : (2 - √2) * (u + v + (a + b)) - (a + b)
        = (√2 - 1) * (√2 * (u + v) - (a + b)) := by
      linear_combination (-(u + v)) * hr
    have := mul_nonneg (sub_nonneg.2 hr1) (sub_nonneg.2 hS)
    linarith
  have hK : a * b * (a + b) < (a * b + u * v) * ((2 - √2) * (u + v + (a + b))) :=
    calc a * b * (a + b) < (a * b + u * v) * (a + b) := by
          nlinarith [mul_pos huv (add_pos ha hb)]
      _ ≤ _ := mul_le_mul_of_nonneg_left hX (by positivity)
  have e : 4 * (2 - √2) * (-c ^ 2 / (4 * a * b * (a + b)))
      = -((2 - √2) * c ^ 2) / (a * b * (a + b)) := by
    rw [mul_div_assoc', div_eq_div_iff (by positivity) (by positivity)]
    ring
  rw [e, div_lt_div_iff₀ (by positivity) (by positivity)]
  nlinarith [mul_lt_mul_of_pos_left hK hc2]
```

This theorem improves the lower bound to

4(2 − √2) E₂ < E.

The estimate above let u + v drop to zero, but the fixed sum of squares prevents that:

(a + b)² ≤ 2(a² + b²) = 2(u² + v²) ≤ 2(u + v)².

Hence u + v ≥ (a + b)/√2, which is `hS`. Adding a + b gives

u + v + a + b ≥ (1 + 1/√2)(a + b).

Because 1/(1 + 1/√2) = 2 − √2, this is the same as

a + b ≤ (2 − √2)(u + v + a + b),

which is `hX`. Together with ab < ab + uv it gives `hK`:

ab(a + b) < (2 − √2)(ab + uv)(u + v + a + b).

Therefore

|E| < (2 − √2)c²/(ab(a + b)) = 4(2 − √2)|E₂|.

Both shifts are negative, so this is the stated inequality. The remaining lines rewrite the left-hand side and compare the two fractions.

## Identical oscillators at the edge of stability

```lean
/-- The zero-point shift of two identical oscillators in closed form. -/
theorem zeroPointShift_identical {a c : ℝ} (ha : 0 < a) (hc : |c| < a ^ 2) :
    zeroPointShift a a c = (√(a ^ 2 + c) + √(a ^ 2 - c)) / 2 - a := by
  obtain ⟨hl, hr⟩ := abs_lt.1 hc
  have hp : 0 < a ^ 2 + c := by linarith
  have hq : 0 < a ^ 2 - c := by linarith
  obtain ⟨hu, hv, h1, h2⟩ :=
    modeFrequency_relations (b := a) (c := c) ha (by nlinarith [mul_pos hp hq])
  rw [zeroPointShift, Fin.sum_univ_two]
  generalize modeFrequency a a c 0 = u at *
  generalize modeFrequency a a c 1 = v at *
  have sp := Real.sq_sqrt hp.le
  have sq := Real.sq_sqrt hq.le
  -- equal products and equal sums of squares give equal sums
  have hprod : u * v = √(a ^ 2 + c) * √(a ^ 2 - c) := by
    refine (sq_eq_sq₀ (by positivity) (by positivity)).1 ?_
    rw [h2, mul_pow, sp, sq]; ring
  have hsum : u + v = √(a ^ 2 + c) + √(a ^ 2 - c) := by
    refine (sq_eq_sq₀ (by positivity) (by positivity)).1 ?_
    linear_combination h1 + 2 * hprod - sp - sq
  rw [hsum]; ring
```

For a = b and |c| < a², the shift has the closed form

E = (√(a² + c) + √(a² − c))/2 − a.

By hand, the in-phase and out-of-phase modes have squared frequencies a² + c and a² − c. The Lean proof avoids deciding which eigenvalue carries which label. It shows that uv equals the product of the two square roots (`hprod`), and then that u + v equals their sum (`hsum`), because the squares of the two sums agree and both sums are positive.

```lean
/-- For identical oscillators approaching the stability limit, the ratio of the exact to the
second-order shift tends to `4(2 - √2)`. -/
theorem error_factor_sharp {a : ℝ} (ha : 0 < a) :
    Tendsto (fun c => zeroPointShift a a c / secondOrderShift a a c)
      (𝓝[<] (a ^ 2)) (𝓝 (4 * (2 - √2))) := by
  have ha2 : 0 < a ^ 2 := by positivity
  have hden : -(a ^ 2) ^ 2 / (4 * a * a * (a + a)) = -a / 8 := by
    rw [div_eq_div_iff (by positivity) (by norm_num)]; ring
  have hne : -a / 8 ≠ 0 := by
    have : -a / 8 < 0 := by linarith
    exact this.ne
  have hcont : ContinuousAt (fun c : ℝ => ((√(a ^ 2 + c) + √(a ^ 2 - c)) / 2 - a) /
      (-c ^ 2 / (4 * a * a * (a + a)))) (a ^ 2) := by
    apply ContinuousAt.div
    · fun_prop
    · exact ContinuousAt.div_const (by fun_prop) _
    · show -(a ^ 2) ^ 2 / (4 * a * a * (a + a)) ≠ 0
      rw [hden]; exact hne
  -- value of the ratio at the stability limit
  have hval : ((√(a ^ 2 + a ^ 2) + √(a ^ 2 - a ^ 2)) / 2 - a) /
      (-(a ^ 2) ^ 2 / (4 * a * a * (a + a))) = 4 * (2 - √2) := by
    rw [hden, show a ^ 2 + a ^ 2 = a ^ 2 * 2 by ring, Real.sqrt_mul (sq_nonneg a),
      Real.sqrt_sq ha.le, sub_self, Real.sqrt_zero, div_eq_iff hne]
    ring
  rw [← hval]
  refine (hcont.tendsto.mono_left nhdsWithin_le_nhds).congr' ?_
  filter_upwards [Ioo_mem_nhdsLT ha2] with c hc
  rw [zeroPointShift_identical ha (abs_lt.2 ⟨by linarith [hc.1], hc.2⟩), secondOrderShift]

end

end CoupledOscillatorErrorFactor
```

`Tendsto f F G` says that f approaches G along F. Here `𝓝[<] (a ^ 2)` means that c approaches a² from below, and the claim is

E/E₂ → 4(2 − √2).

At c = a² one square root in the closed form vanishes and the other is a√2, so

E → a√2/2 − a = −a(2 − √2)/2,

E₂ → −a⁴/(8a³) = −a/8.

The quotient of these values is 4(2 − √2).

In the proof, `hcont` states that the closed-form ratio is continuous at c = a², and `hval` computes its value there. The final lines transfer the limit to the ratio of the defined shifts, which agrees with the closed form for 0 < c < a². Since the ratio comes arbitrarily close to 4(2 − √2), no smaller constant can serve in the improved bound for all admissible a, b and c.

For unequal oscillators, the exact formula gives a neighbouring result by ordinary algebra, though the file does not state it. As c² → a²b² from below, uv → 0 and u + v → √(a² + b²), so

E/E₂ → 4(a + b)/(a + b + √(a² + b²)).

This equals 4(2 − √2) for a = b and falls towards 2 when one frequency is much larger than the other. For any fixed frequency ratio, then, second-order theory misses more than half of the shift in this two-oscillator model once c² is close enough to a²b²; how close depends on the ratio.

```lean
#print axioms CoupledOscillatorErrorFactor.zeroPointShift_bounds
#print axioms CoupledOscillatorErrorFactor.zeroPointShift_improved_bound
#print axioms CoupledOscillatorErrorFactor.error_factor_sharp
```

```
'CoupledOscillatorErrorFactor.zeroPointShift_bounds' depends on axioms: [propext, Classical.choice, Quot.sound]
'CoupledOscillatorErrorFactor.zeroPointShift_improved_bound' depends on axioms: [propext, Classical.choice, Quot.sound]
'CoupledOscillatorErrorFactor.error_factor_sharp' depends on axioms: [propext, Classical.choice, Quot.sound]
```
